# Relaxation against a positive definite stiffness makes the energy concave in the occupation

Let $f$ be an occupation number and $x\in\mathbb{R}^n$ a vector of relaxation coordinates, with $\langle\cdot,\cdot\rangle$ the Euclidean dot product. For a real number $a$, a vector $b\in\mathbb{R}^n$ and a real symmetric positive definite matrix $A$, take

$$E(f,x)=af+f\langle b,x\rangle+\tfrac12\langle x,Ax\rangle ,\qquad \kappa=\langle b,A^{-1}b\rangle .$$

The minimum over $x$ is $E_0(f)=af-\tfrac12\kappa f^2$. It is concave on $[0,1]$, strictly so exactly when $b\neq0$, and it lies above the chord from $f=0$ to $f=1$ by $\tfrac12 f(1-f)\kappa$. An added term $\tfrac12uf^2$ with a real constant $u$ makes it a straight line on $[0,1]$ exactly when $u=\kappa$.

The exact ground-state energy is linear in the electron number between neighbouring integers, and the Hartree–Fock energy is linear in the occupation of one spin orbital while all orbitals are frozen; the model shows, for one occupation and a relaxation energy cut off at second order, how letting the orbitals adjust bends the frozen line into a concave curve.

## The model and its Lean objects

The number $a$ is the energy cost per electron with nothing relaxed. The vector $fb$ is the gradient of the energy in $x$ at $x=0$, so $b$ measures how strongly the added charge drives the relaxation. The matrix $A$ is the stiffness, and its positive definiteness is the assumption that the reference state is stable against every displacement. All three are postulated and independent of $f$; none is derived from a Hamiltonian or a functional.

The coordinates are labelled by a finite index type `n`, and vectors such as $x$ and $b$ are functions `n → ℝ`. The type may be empty, in which case $b=0$, $\kappa=0$ and $E_0(f)=af$.

```lean
import Mathlib

open Matrix Set

namespace RelaxationModel

noncomputable section

variable {n : Type*} [Fintype n] [DecidableEq n]
```

In `energy`, `b ⬝ᵥ x` is $\langle b,x\rangle$ and `A *ᵥ x` is $Ax$. The occupation is any real number, and $x$ ranges over the whole space without normalisation or size constraint.

```lean
/-- Energy at occupation `f` and relaxation coordinate `x`:
`E(f,x) = a f + f ⟨b,x⟩ + ⟨x,Ax⟩/2`. -/
def energy (a : ℝ) (b : n → ℝ) (A : Matrix n n ℝ) (f : ℝ) (x : n → ℝ) : ℝ :=
  a * f + f * (b ⬝ᵥ x) + (x ⬝ᵥ A *ᵥ x) / 2
```

The vector $x^*(f)=-fA^{-1}b$ is the candidate minimiser, and `relaxCoeff` is $\kappa$. The name "relaxation curvature" refers to the size of the downward bend: the second derivative of $E_0(f)=af-\tfrac12\kappa f^2$ is $-\kappa$.

```lean
/-- The relaxed coordinate `x*(f) = -f A⁻¹ b`. -/
def relaxed (b : n → ℝ) (A : Matrix n n ℝ) (f : ℝ) : n → ℝ :=
  -(f • (A⁻¹ *ᵥ b))

/-- The relaxation curvature `κ = ⟨b, A⁻¹ b⟩`. -/
def relaxCoeff (b : n → ℝ) (A : Matrix n n ℝ) : ℝ :=
  b ⬝ᵥ A⁻¹ *ᵥ b
```

The relaxed energy $E_0(f)$ is defined as the infimum of the set of values $\{E(f,x)\}$, so its closed form has to be proved. Mathlib gives the value $0$ to the infimum of a real set that is unbounded below and to the inverse of a singular matrix; under the hypothesis `A.PosDef` neither case arises.

```lean
/-- The relaxed energy `E₀(f)`: the infimum of `E(f,x)` over all coordinates `x`. -/
def groundEnergy (a : ℝ) (b : n → ℝ) (A : Matrix n n ℝ) (f : ℝ) : ℝ :=
  sInf (range (energy a b A f))
```

The function $E_u(f)=\tfrac12uf^2+E_0(f)$ carries an extra curvature $u$. It stands for a quadratic dependence on $f$ that is already present at frozen $x$, such as the self-interaction of the partly filled orbital that an approximate exchange term leaves uncancelled.

```lean
/-- The relaxed energy with an added occupation curvature: `u f²/2 + E₀(f)`. -/
def curvedEnergy (u a : ℝ) (b : n → ℝ) (A : Matrix n n ℝ) (f : ℝ) : ℝ :=
  u * f ^ 2 / 2 + groundEnergy a b A f
```

One instance runs through the sheet:

$$a=-1,\qquad b=\begin{pmatrix}3\\0\end{pmatrix},\qquad A=\begin{pmatrix}2&1\\1&2\end{pmatrix},\qquad A^{-1}=\frac13\begin{pmatrix}2&-1\\-1&2\end{pmatrix}.$$

The eigenvalues of $A$ are $1$ and $3$, $A^{-1}b=(2,-1)$ and $\kappa=6$. These numbers, the counter-examples and the physical readings are ordinary arithmetic and commentary that the Lean code does not contain.

## (a) A straight line at frozen coordinate

Show that for fixed $x$, any occupations $f_0,f_1$ and any real weight $t$, the energy at $f_t=(1-t)f_0+tf_1$ equals $(1-t)E(f_0,x)+tE(f_1,x)$.

Write $E(f,x)=sf+c$ with $s=a+\langle b,x\rangle$ and $c=\tfrac12\langle x,Ax\rangle$, neither depending on $f$. Then

$$sf_t+c=(1-t)(sf_0+c)+t(sf_1+c),$$

because $(1-t)c+tc=c$. No property of $A$ is used, and `energy_affine` assumes none; `ring` does the regrouping.

```lean
variable {A : Matrix n n ℝ}

omit [DecidableEq n] in
/-- At frozen `x` the energy is affine in the occupation. -/
theorem energy_affine (a : ℝ) (b x : n → ℝ) (f₀ f₁ t : ℝ) :
    energy a b A ((1 - t) * f₀ + t * f₁) x
      = (1 - t) * energy a b A f₀ x + t * energy a b A f₁ x := by
  simp only [energy]
  ring
```

## (b) Completing the square

Show that $E(f,x)=af-\tfrac12f^2\kappa+\tfrac12\langle x-x^*,A(x-x^*)\rangle$ with $x^*=x^*(f)$.

Put $y=A^{-1}b$, so that $Ay=b$ and $x-x^*=x+fy$. Expanding,

$$\langle x+fy,A(x+fy)\rangle=\langle x,Ax\rangle+f\langle x,Ay\rangle+f\langle y,Ax\rangle+f^2\langle y,Ay\rangle .$$

The second term is $f\langle x,b\rangle$. Since $A$ is symmetric, $\langle y,Ax\rangle=\langle x,Ay\rangle=\langle b,x\rangle$, so the third term equals the second. The last is $f^2\langle y,b\rangle=f^2\kappa$. Half of the sum is $\tfrac12\langle x,Ax\rangle+f\langle b,x\rangle+\tfrac12f^2\kappa$, and adding $af-\tfrac12f^2\kappa$ gives $E(f,x)$.

Mathlib's `PosDef` includes the Hermitian condition, which for real entries is the symmetry `hT`. From it `hsymm` swaps the two arguments of the quadratic form. The step `hy` is $Ay=b$, using that a positive definite matrix is invertible, and `h1` is the third term. After the expansion, `linear_combination` closes the goal with the weights $f/2$, $f/2$ and $f^2/2$ that the cross terms and the last term carry.

```lean
/-- Completing the square: `E(f,x) = a f - f² κ/2 + ⟨x - x*, A (x - x*)⟩/2`. -/
theorem completed_square (hA : A.PosDef) (a : ℝ) (b : n → ℝ) (f : ℝ) (x : n → ℝ) :
    energy a b A f x = a * f - f ^ 2 * relaxCoeff b A / 2
      + ((x - relaxed b A f) ⬝ᵥ A *ᵥ (x - relaxed b A f)) / 2 := by
  have hT : Aᵀ = A := by
    have h : Aᴴ = A := hA.1
    rwa [conjTranspose_eq_transpose_of_trivial] at h
  -- the quadratic form is symmetric
  have hsymm : ∀ u v : n → ℝ, u ⬝ᵥ A *ᵥ v = v ⬝ᵥ A *ᵥ u := by
    intro u v
    rw [Matrix.dotProduct_mulVec, ← Matrix.mulVec_transpose, hT, dotProduct_comm]
  -- `A⁻¹` is a true inverse
  have hy : A *ᵥ (A⁻¹ *ᵥ b) = b := by
    rw [Matrix.mulVec_mulVec,
      mul_nonsing_inv A ((Matrix.isUnit_iff_isUnit_det A).1 hA.isUnit), Matrix.one_mulVec]
  have h1 : (A⁻¹ *ᵥ b) ⬝ᵥ A *ᵥ x = b ⬝ᵥ x := by
    rw [hsymm (A⁻¹ *ᵥ b) x, hy]
    exact dotProduct_comm x b
  have h2 : x ⬝ᵥ b = b ⬝ᵥ x := dotProduct_comm x b
  have h3 : (A⁻¹ *ᵥ b) ⬝ᵥ b = b ⬝ᵥ A⁻¹ *ᵥ b := dotProduct_comm _ b
  simp only [energy, relaxCoeff, relaxed, sub_neg_eq_add, Matrix.mulVec_add,
    Matrix.mulVec_smul, dotProduct_add, add_dotProduct, dotProduct_smul, smul_dotProduct,
    smul_eq_mul, hy]
  linear_combination (-(f / 2)) * h2 - (f / 2) * h1 - (f ^ 2 / 2) * h3
```

## (c) The minimum and its unique position

Show that $af-\tfrac12f^2\kappa$ is the least value of $E(f,\cdot)$, and that it is taken at $x^*(f)$ and nowhere else.

In (b) the last term has the form $\tfrac12\langle z,Az\rangle$ with $z=x-x^*$. It vanishes at $z=0$, so the value is attained. It is never negative, so the value is a lower bound. It is positive for $z\ne0$, so no other $x$ reaches the bound.

`IsLeast S v` says that `v` belongs to the set `S` and lies below or at every member. In the proof `hat` is attainment, `hnn` gives the bound and `hpos` gives uniqueness by contradiction.

In the instance at $f=\tfrac12$, $x^*=(-1,\tfrac12)$ and $Ax^*=(-\tfrac32,0)$. Direct evaluation gives $E=-\tfrac12-\tfrac32+\tfrac34=-\tfrac54$, and the formula gives $-\tfrac12-\tfrac34=-\tfrac54$.

Both halves of `A.PosDef` matter. With one coordinate, $A=-1$ and $b=1$, the energy $af+fx-\tfrac12x^2$ is unbounded below and $x^*=f$ is its maximum. With $A=\begin{pmatrix}1&1\\-1&1\end{pmatrix}$ and $b=(1,0)$, the form $\langle x,Ax\rangle=\langle x,x\rangle$ is positive but $A$ is not symmetric. The true minimum is $af-\tfrac12f^2$, whereas $\langle b,A^{-1}b\rangle=\tfrac12$ would predict $af-\tfrac14f^2$.

```lean
/-- The least value of `E(f,·)` is `a f - f² κ/2`, and it is attained exactly at `x*(f)`. -/
theorem relaxed_minimum (hA : A.PosDef) (a : ℝ) (b : n → ℝ) (f : ℝ) :
    IsLeast (range (energy a b A f)) (a * f - f ^ 2 * relaxCoeff b A / 2) ∧
      ∀ x, energy a b A f x = a * f - f ^ 2 * relaxCoeff b A / 2 ↔ x = relaxed b A f := by
  have hnn : ∀ z : n → ℝ, 0 ≤ z ⬝ᵥ A *ᵥ z := fun z => by
    simpa only [star_trivial] using hA.posSemidef.dotProduct_mulVec_nonneg z
  have hpos : ∀ z : n → ℝ, z ≠ 0 → 0 < z ⬝ᵥ A *ᵥ z := fun z hz => by
    simpa only [star_trivial] using hA.dotProduct_mulVec_pos hz
  have hat : energy a b A f (relaxed b A f) = a * f - f ^ 2 * relaxCoeff b A / 2 := by
    rw [completed_square hA]
    simp
  refine ⟨⟨⟨_, hat⟩, ?_⟩, fun x => ⟨fun h => ?_, fun h => by rw [h, hat]⟩⟩
  · rintro _ ⟨x, rfl⟩
    have h1 := completed_square hA a b f x
    have h2 := hnn (x - relaxed b A f)
    linarith
  · by_contra hne
    have h1 := completed_square hA a b f x
    have h2 := hpos _ (sub_ne_zero.2 hne)
    linarith
```

## (d) Closed form of the relaxed energy

Show that $E_0(f)=af-\tfrac12f^2\kappa$ for every real $f$.

A set with a least element has that element as its infimum, and (c) supplies the element. The lemma `csInf_eq` is this statement. In the instance, $E_0(f)=-f-3f^2$.

```lean
/-- The relaxed energy in closed form: `E₀(f) = a f - f² κ/2`. -/
theorem groundEnergy_eq (hA : A.PosDef) (a : ℝ) (b : n → ℝ) (f : ℝ) :
    groundEnergy a b A f = a * f - f ^ 2 * relaxCoeff b A / 2 :=
  (relaxed_minimum hA a b f).1.csInf_eq
```

## (e) The sign of the relaxation curvature

Show that $\kappa\ge0$, and that $\kappa>0$ exactly when $b\ne0$.

With $y=A^{-1}b$ one has $\kappa=\langle b,y\rangle=\langle Ay,y\rangle\ge0$. If $b\neq0$ then $y\ne0$, because $Ay=b$, and the form is positive. If $b=0$ then $\kappa=0$. This is the positive definiteness of $A^{-1}$, which Lean takes from `hA.inv` and evaluates at $b$; the middle branch handles $b=0$.

```lean
/-- The relaxation curvature is nonnegative, and positive exactly when the coupling `b`
is nonzero. -/
theorem relaxCoeff_sign (hA : A.PosDef) (b : n → ℝ) :
    0 ≤ relaxCoeff b A ∧ (0 < relaxCoeff b A ↔ b ≠ 0) := by
  refine ⟨?_, fun h hb => ?_, fun hb => ?_⟩
  · simpa only [star_trivial, relaxCoeff] using hA.inv.posSemidef.dotProduct_mulVec_nonneg b
  · simp [relaxCoeff, hb] at h
  · simpa only [star_trivial, relaxCoeff] using hA.inv.dotProduct_mulVec_pos hb
```

## (f) Height above a general chord

Show that, with $f_t$ as in (a),

$$E_0(f_t)-\big[(1-t)E_0(f_0)+tE_0(f_1)\big]=\tfrac12\,t(1-t)(f_1-f_0)^2\kappa .$$

Insert (d). The terms in $a$ cancel as in (a), which leaves $\tfrac12\kappa\,[(1-t)f_0^2+tf_1^2-f_t^2]$. Since $f_t^2=(1-t)^2f_0^2+2t(1-t)f_0f_1+t^2f_1^2$, and both $(1-t)-(1-t)^2$ and $t-t^2$ equal $t(1-t)$, the bracket is $t(1-t)(f_0^2-2f_0f_1+f_1^2)$. The identity holds for all real $t$; its right side has a definite sign for $0\le t\le1$. Lean substitutes `groundEnergy_eq` and checks the polynomial identity with `ring`.

```lean
/-- Between occupations `f₀` and `f₁` the relaxed energy minus the chord equals
`t (1 - t) (f₁ - f₀)² κ/2`. -/
theorem chord_excess (hA : A.PosDef) (a : ℝ) (b : n → ℝ) (f₀ f₁ t : ℝ) :
    groundEnergy a b A ((1 - t) * f₀ + t * f₁)
        - ((1 - t) * groundEnergy a b A f₀ + t * groundEnergy a b A f₁)
      = t * (1 - t) * (f₁ - f₀) ^ 2 * relaxCoeff b A / 2 := by
  simp only [groundEnergy_eq hA]
  ring
```

## (g) Concavity, and when it is strict

Let $S$ be a convex set of occupations with at least two points. Show that $E_0$ is concave on $S$, and strictly concave there exactly when $b\ne0$.

Concavity means that the left side of (f) is nonnegative for $f_0,f_1\in S$ and $0\le t\le1$. On the right, $t$, $1-t$, the square and $\kappa$ are all nonnegative. If $b\ne0$, $f_0\neq f_1$ and $0<t<1$, all four factors are positive, which is strict concavity. Conversely let $b=0$, so $\kappa=0$. Pick two distinct points of $S$; at $t=\tfrac12$ the excess is zero, while strict concavity demands a positive one.

Mathlib's `ConcaveOn` and `StrictConcaveOn` use two weights $s,t$ with $s+t=1$, and the first and third branches begin by setting $s=1-t$. In each, `h2` is the sign of the product. The middle branch is the midpoint argument, the only place where `S.Nontrivial` is used. On the one-point set $S=\{0\}$ strict concavity holds vacuously even for $b=0$, so the equivalence fails there.

```lean
/-- On any convex set of occupations with at least two points the relaxed energy is concave,
and strictly concave exactly when `b` is nonzero. -/
theorem groundEnergy_concave (hA : A.PosDef) (a : ℝ) (b : n → ℝ) {S : Set ℝ}
    (hS : Convex ℝ S) (hS2 : S.Nontrivial) :
    ConcaveOn ℝ S (groundEnergy a b A) ∧
      (StrictConcaveOn ℝ S (groundEnergy a b A) ↔ b ≠ 0) := by
  have hk := relaxCoeff_sign hA b
  refine ⟨⟨hS, fun f₀ _ f₁ _ s t hs ht hst => ?_⟩, fun h hb => ?_,
    fun hb => ⟨hS, fun f₀ _ f₁ _ hne s t hs ht hst => ?_⟩⟩
  · obtain rfl : s = 1 - t := by linarith
    have h1 := chord_excess hA a b f₀ f₁ t
    have h2 : 0 ≤ t * (1 - t) * (f₁ - f₀) ^ 2 * relaxCoeff b A :=
      mul_nonneg (mul_nonneg (mul_nonneg ht hs) (sq_nonneg _)) hk.1
    simp only [smul_eq_mul]
    linarith
  · -- without coupling the midpoint lies on the chord
    obtain ⟨f₀, h0, f₁, h1, hne⟩ := hS2
    have hk0 : relaxCoeff b A = 0 := by simp [relaxCoeff, hb]
    have h2 := h.2 h0 h1 hne (by norm_num : (0 : ℝ) < 1 - 1 / 2)
      (by norm_num : (0 : ℝ) < 1 / 2) (by norm_num)
    have h3 := chord_excess hA a b f₀ f₁ (1 / 2)
    rw [hk0, mul_zero, zero_div] at h3
    simp only [smul_eq_mul] at h2
    linarith
  · obtain rfl : s = 1 - t := by linarith
    have h1 := chord_excess hA a b f₀ f₁ t
    have hd : f₁ - f₀ ≠ 0 := sub_ne_zero.2 hne.symm
    have h2 : 0 < t * (1 - t) * (f₁ - f₀) ^ 2 * relaxCoeff b A :=
      mul_pos (mul_pos (mul_pos ht hs) (by positivity)) (hk.2.2 hb)
    simp only [smul_eq_mul]
    linarith
```

## (h) The unit interval

Collect the results for the physical range $0\le f\le1$ of one spin orbital.

The minimum and its value are (c) and (d). Concavity and its strict form are (g) for $S=[0,1]$, which is convex and contains $0\neq1$. For the chord, $E_0(0)=0$ and $E_0(1)=a-\tfrac12\kappa$, so

$$E_0(f)-\big[(1-f)E_0(0)+fE_0(1)\big]=af-\tfrac12f^2\kappa-af+\tfrac12f\kappa=\tfrac12f(1-f)\kappa .$$

Read in words, `relaxation_model` takes any finite `n`, any real $a$, any $b$ and any symmetric positive definite $A$, and states four things. For every real $f$, $E_0(f)$ is an attained least value of $E(f,\cdot)$ and equals $af-\tfrac12f^2\kappa$. The function $E_0$ is concave on `Icc 0 1`, the closed interval $[0,1]$. It is strictly concave there if and only if $b\ne0$. The chord identity holds for every real $f$, and by (e) its right side is nonnegative on $[0,1]$. The statement covers one occupation, finitely many real coordinates and a single interval between integers, so it says nothing about a kink in the energy at an integer, anharmonic terms in $x$ or a stiffness that changes with $f$.

In the proof `hc` is (g) with the points $0$ and $1$ as witnesses, and the last branch is the computation above. In the instance $E_0(1)=-4$, the chord at $f=\tfrac12$ is $-2$, and $-\tfrac54-(-2)=\tfrac34=\tfrac12\cdot\tfrac14\cdot6$.

```lean
/-- Relaxation model: `E₀(f)` is the attained minimum of `E(f,·)` and equals `a f - f² κ/2`;
it is concave on `[0,1]`, strictly iff `b ≠ 0`, and exceeds the chord by `f (1 - f) κ/2`. -/
theorem relaxation_model (hA : A.PosDef) (a : ℝ) (b : n → ℝ) :
    (∀ f, IsLeast (range (energy a b A f)) (groundEnergy a b A f) ∧
      groundEnergy a b A f = a * f - f ^ 2 * relaxCoeff b A / 2) ∧
    ConcaveOn ℝ (Icc 0 1) (groundEnergy a b A) ∧
    (StrictConcaveOn ℝ (Icc 0 1) (groundEnergy a b A) ↔ b ≠ 0) ∧
    ∀ f, groundEnergy a b A f - ((1 - f) * groundEnergy a b A 0 + f * groundEnergy a b A 1)
      = f * (1 - f) * relaxCoeff b A / 2 := by
  have hc := groundEnergy_concave hA a b (convex_Icc (0 : ℝ) 1)
    ⟨0, ⟨le_rfl, zero_le_one⟩, 1, ⟨zero_le_one, le_rfl⟩, zero_ne_one⟩
  refine ⟨fun f => ⟨?_, groundEnergy_eq hA a b f⟩, hc.1, hc.2, fun f => ?_⟩
  · rw [groundEnergy_eq hA]
    exact (relaxed_minimum hA a b f).1
  · simp only [groundEnergy_eq hA]
    ring
```

## (i) The slope in the occupation

Show that $E_0$ is differentiable at every $f$ with $E_0'(f)=a+\langle b,x^*(f)\rangle$.

From (d), $E_0'(f)=a-f\kappa$. From the definition, $\langle b,x^*(f)\rangle=-f\langle b,A^{-1}b\rangle=-f\kappa$, and the two expressions agree. The result is the frozen slope $s$ of (a) evaluated at the optimum, so the motion of $x^*$ with $f$ contributes nothing at first order. Janak's theorem identifies such an occupation derivative with an orbital eigenvalue; the model contains no eigenvalue problem, and $a+\langle b,x^*(f)\rangle$ only plays that part by analogy.

`HasDerivAt g d f` says that the function `g` has derivative `d` at the point `f`. The step `hfun` turns (d) into an equality of functions, `hb` is the dot product above, and `h` differentiates the polynomial term by term. In the instance at $f=\tfrac12$, $a+\langle b,x^*\rangle=-1-3=-4$, which matches $-1-6f$.

```lean
/-- The slope of the relaxed energy in the occupation is `a + ⟨b, x*(f)⟩`. -/
theorem groundEnergy_hasDerivAt (hA : A.PosDef) (a : ℝ) (b : n → ℝ) (f : ℝ) :
    HasDerivAt (groundEnergy a b A) (a + b ⬝ᵥ relaxed b A f) f := by
  have hfun : groundEnergy a b A = fun g => a * g - g ^ 2 * relaxCoeff b A / 2 :=
    funext (groundEnergy_eq hA a b)
  have hb : b ⬝ᵥ relaxed b A f = -(f * relaxCoeff b A) := by
    simp only [relaxed, relaxCoeff, dotProduct_neg, dotProduct_smul, smul_eq_mul]
  have h := ((hasDerivAt_id' f).const_mul a).fun_sub
    (((hasDerivAt_pow 2 f).mul_const (relaxCoeff b A)).div_const 2)
  rw [hfun, hb]
  refine h.congr_deriv ?_
  ring1
```

## (j) The curvature that restores linearity

Show that $E_u$ coincides with its chord at every $f\in[0,1]$ exactly when $u=\kappa$.

The added term has chord $\tfrac12uf$ and so differs from it by $\tfrac12uf^2-\tfrac12uf=-\tfrac12uf(1-f)$. Together with (h),

$$E_u(f)-\big[(1-f)E_u(0)+fE_u(1)\big]=\tfrac12f(1-f)(\kappa-u).$$

If $u=\kappa$ this vanishes for all $f$. If it vanishes on $[0,1]$, then at $f=\tfrac12$ it gives $(\kappa-u)/8=0$. Lean follows the same route: `h1` is the half-occupation case, and the factor `(-8)` converts it into $u=\kappa$. In the instance $u=6$ gives $E_u(f)=-f$.

Optimal tuning of a hybrid functional adjusts an exchange parameter so that the energy comes closer to linear between integer electron numbers. In this purely quadratic, one-occupation model the target is a frozen curvature equal to $\kappa$, which is nonzero whenever $b\ne0$. The theorem treats $u$ as a free number; how $u$, $b$ and $A$ depend on an exchange fraction or a range-separation parameter is not modelled.

```lean
/-- Tuning condition: with an added curvature `u f²/2` the relaxed energy coincides with its
chord on `[0,1]` exactly when `u = κ`. -/
theorem linear_iff_tuned (hA : A.PosDef) (u a : ℝ) (b : n → ℝ) :
    (∀ f ∈ Icc (0 : ℝ) 1, curvedEnergy u a b A f
      = (1 - f) * curvedEnergy u a b A 0 + f * curvedEnergy u a b A 1) ↔
      u = relaxCoeff b A := by
  simp only [curvedEnergy, groundEnergy_eq hA]
  constructor
  · intro h
    -- half occupation already fixes `u`
    have h1 := h (1 / 2) ⟨by norm_num, by norm_num⟩
    linear_combination (-8) * h1
  · intro h f _
    rw [h]
    ring

end

end RelaxationModel
```

```lean
#print axioms RelaxationModel.groundEnergy_concave
#print axioms RelaxationModel.relaxation_model
#print axioms RelaxationModel.groundEnergy_hasDerivAt
#print axioms RelaxationModel.linear_iff_tuned
```

```
'RelaxationModel.groundEnergy_concave' depends on axioms: [propext, Classical.choice, Quot.sound]
'RelaxationModel.relaxation_model' depends on axioms: [propext, Classical.choice, Quot.sound]
'RelaxationModel.groundEnergy_hasDerivAt' depends on axioms: [propext, Classical.choice, Quot.sound]
'RelaxationModel.linear_iff_tuned' depends on axioms: [propext, Classical.choice, Quot.sound]
```
